# In a connected diagram, a property passed on by vertices and propagators spreads from one leg to all

The legs of a diagram are paired in two ways, by the vertices and by the propagators; each pairing is a permutation, `σ` or `τ`, that is its own inverse and fixes no leg. The diagram is connected in the sense that the group generated by `σ` and `τ` acts transitively on the legs, whose number need not be finite. The theorem `joined_induction` states that a property which holds for one leg, and is passed on by both `σ` and `τ`, holds for every leg. The proof shows by induction over the generated group that each element `g` preserves the property in both directions, `P a ↔ P (g a)`, and then uses transitivity to reach any leg from the first.

In Lean, a first try:

```lean
import Mathlib

open Equiv
open scoped Nat

namespace JoinedInduction

variable {α : Type*} {σ τ : Perm α} {n : ℕ}

/-- A pairing of the legs: a permutation that is its own inverse and fixes no leg. -/
def IsPairing (σ : Perm α) : Prop := ∀ a, σ (σ a) = a ∧ σ a ≠ a

/-- The diagram with vertices `σ` and propagators `τ` is connected: the group generated by
`σ` and `τ` acts transitively on the legs. -/
def Joined (σ τ : Perm α) : Prop :=
  MulAction.IsPretransitive (Subgroup.closure ({σ, τ} : Set (Perm α))) α

/-- In a connected diagram, a property that holds for one leg and is passed on by vertices
and propagators holds for every leg. -/
theorem joined_induction (hσ : IsPairing σ) (hτ : IsPairing τ) (h : Joined σ τ)
    {P : α → Prop} {x : α} (hx : P x) (h1 : ∀ a, P a → P (σ a))
    (h2 : ∀ a, P a → P (τ a)) (y : α) : P y := by
  have key : ∀ g ∈ Subgroup.closure ({σ, τ} : Set (Perm α)), ∀ a, P a ↔ P (g a) := by
    intro g hg
    induction hg using Subgroup.closure_induction with
    | mem g hg =>
      intro a
      rcases hg with hg | hg
      · rw [hg]
        exact ⟨h1 a, fun k => by have := h1 _ k; rwa [(hσ a).1] at this⟩
      · rw [Set.mem_singleton_iff.mp hg]
        exact ⟨h2 a, fun k => by have := h2 _ k; rwa [(hτ a).1] at this⟩
    | one => intro a; simp
    | mul g k _ _ hg hk => intro a; exact (hk a).trans (hg (k a))
    | inv g _ hg =>
      intro a
      have := hg (g⁻¹ a)
      rw [Perm.apply_inv_self] at this
      exact this.symm
  obtain ⟨g, hg⟩ := h.exists_smul_eq x y
  have hg' : (g : Perm α) x = y := hg
  rw [← hg']
  exact (key g g.2 x).1 hx

end JoinedInduction
```

The error:

```
Main.lean:38:10: error(lean.unknownIdentifier): Unknown constant `Equiv.Perm.apply_inv_self`
```

Diagnosis. The message says that Lean knows no constant named `Equiv.Perm.apply_inv_self`, so the rewrite in the `inv` case of the induction has no lemma to work with. The mathematics of the step is sound. The hypothesis `this` reads `P (g⁻¹ a) ↔ P (g (g⁻¹ a))`, and once `g (g⁻¹ a)` is replaced by `a`, its reversal is the goal.

The repair supplies that equation through `Equiv.apply_symm_apply`, which says that an equivalence undoes its inverse map, here `g (g.symm a) = a`. The inverse `g⁻¹` of a permutation is by definition `g.symm`, so Lean accepts this as a proof of `g (g⁻¹ a) = a`. The `show … from` states the equation with `g⁻¹`, the form in which the term stands in `this`, so that `rw` finds it.

The change, after which it compiles:

```diff
@@ -36,5 +36,5 @@
       intro a
       have := hg (g⁻¹ a)
-      rw [Perm.apply_inv_self] at this
+      rw [show g (g⁻¹ a) = a from g.apply_symm_apply a] at this
       exact this.symm
   obtain ⟨g, hg⟩ := h.exists_smul_eq x y
```
